# The Davidson correction applied to a full CI ground state gives an energy strictly below the full CI energy when the reference is not an eigenvector

## Adding the correction to a two-electron energy

After a CISD run I read off the energy \(E\), the reference energy \(H_{00}\) and the coefficient \(c_0\) of the reference determinant in the normalised wavefunction, and I report the corrected value \(E + (1 - c_0^2)(E - H_{00})\). Before doing so I have to decide whether the correction should be applied at all. For a two-electron system I leave it off. There are no triple or quadruple excitations, CISD in a given orbital basis is already full CI, and the correction is supposed to estimate the missing higher excitations, so it has nothing to estimate. The formula does not vanish there, though. My claim is that for a real symmetric full CI matrix \(H\) with lowest eigenvalue \(E\) and unit ground eigenvector \(c\), the corrected energy lies strictly below \(E\) whenever the reference basis vector is not an eigenvector of \(H\).

I can argue loosely that \(1 - c_0^2\) is positive and \(E - H_{00}\) is negative, but I would like both strict inequalities derived properly, including a degenerate ground state, and machine-checked. Is "not an eigenvector" the right condition, and does dividing by \(c_0^2\), as in the renormalised variant, help?

## The correction is strictly negative unless \(He_r = Ee_r\)

The claim holds for a finite real symmetric matrix in an orthonormal basis. Your condition is sufficient but stronger than needed: the corrected energy is below \(E\) exactly when the reference is not an eigenvector with the ground eigenvalue \(E\). In that case the renormalised variant, which requires a nonzero reference coefficient, lies lower still. I label the reference determinant by \(r\), as the code does, so your \(c_0\) and \(H_{00}\) are \(c_r\) and \(H_{rr}\), and \(e_r\) is the basis vector with a one in position \(r\) and zeros elsewhere. The corrected energy is
\[
E_{\mathrm{D}} = E + (1 - c_r^2)(E - H_{rr}).
\]

### Signs of the two factors

Assume \(He_r \neq Ee_r\) and let \(A = H - E\,\mathbb{1}\), with \(\mathbb{1}\) the identity matrix. \(A\) is symmetric, so it has an orthonormal basis of eigenvectors \(u_j\) with eigenvalues \(a_j\). From \(Au_j = a_j u_j\) we get \(Hu_j = (a_j + E)u_j\), and since \(E\) is the lowest eigenvalue of \(H\), \(E \le a_j + E\), that is \(a_j \ge 0\). Hence \(A\) is positive semidefinite, which is the variational principle.

Take the expectation value in the reference:
\[
H_{rr} - E = e_r^{\mathsf T} A\, e_r = \sum_j a_j\,(u_j \cdot e_r)^2 \ge 0 .
\]
If this vanished, every term would vanish, so \(a_j (u_j \cdot e_r) = 0\) for each \(j\), and then \(Ae_r = \sum_j a_j (u_j \cdot e_r)\, u_j = 0\), which says \(He_r = Ee_r\). That is excluded, so \(E < H_{rr}\).

For the weight, split the normalisation:
\[
c_r^2 + \sum_{i \neq r} c_i^2 = 1 .
\]
If the sum over \(i \neq r\) is positive, then \(c_r^2 < 1\). If it is zero, all \(c_i\) with \(i \neq r\) vanish and \(c_r^2 = 1\). The vector \(c_r c\) then has component \(c_r^2 = 1\) at \(r\) and zero elsewhere, so \(e_r = c_r c\) and \(He_r = c_r Hc = c_r E c = Ee_r\), again excluded. So \(c_r^2 < 1\).

Both \(1 - c_r^2\) and \(H_{rr} - E\) are positive, and
\[
E - E_{\mathrm{D}} = (1 - c_r^2)(H_{rr} - E) > 0 .
\]
Conversely, if \(He_r = Ee_r\), component \(r\) of this equation reads \(H_{rr} = E\), the second factor is zero and \(E_{\mathrm{D}} = E\). This gives the equivalence. If \(e_r\) is no eigenvector for any eigenvalue, it is in particular none for \(E\), and your statement follows. Uniqueness of the ground state was never used.

### The renormalised factor

Assume again that \(He_r \neq Ee_r\), let \(f\) satisfy \(c_r^2 f = 1 - c_r^2\) and put \(E_{\mathrm{R}} = E + f\,(E - H_{rr})\). The right-hand side \(1 - c_r^2\) is positive and \(c_r^2 \ge 0\), so \(f > 0\). Further, \(f - (1 - c_r^2) = f - c_r^2 f = (1 - c_r^2) f\), and therefore
\[
E_{\mathrm{D}} - E_{\mathrm{R}} = \bigl(f - (1 - c_r^2)\bigr)(H_{rr} - E) = (1 - c_r^2)\, f\, (H_{rr} - E) > 0 .
\]

### A two-configuration example

Take indices \(0, 1\), reference \(r = 0\), and
\[
H = \begin{pmatrix} 0 & 12 \\ 12 & 7 \end{pmatrix}.
\]
The secular polynomial in the eigenvalue \(\mu\) is \(\mu^2 - 7\mu - 144 = (\mu + 9)(\mu - 16)\), so \(E = -9\), with unit eigenvector \(c = (4/5, -3/5)\). The vector \(He_0 = (0, 12)\) is not a multiple of \(e_0\). With \(1 - c_0^2 = 9/25\) and \(E - H_{00} = -9\) the corrected energy is \(-9 - 81/25 = -306/25 = -12.24\). The entries are chosen for rational arithmetic and describe no particular molecule.

### The Lean file

```lean
import Mathlib

open Matrix

namespace DavidsonOvershoot

variable {n : Type*} [Fintype n] [DecidableEq n]

/-- The reference configuration: the basis vector with index `r`. -/
def ref (r : n) : n → ℝ := Pi.single r 1

/-- `E` is the smallest eigenvalue of the CI matrix `H` and `c` is a unit eigenvector for it. -/
structure IsGroundState (H : Matrix n n ℝ) (E : ℝ) (c : n → ℝ) : Prop where
  eigen : H *ᵥ c = E • c
  unit : c ⬝ᵥ c = 1
  lowest : ∀ (μ : ℝ) (v : n → ℝ), v ≠ 0 → H *ᵥ v = μ • v → E ≤ μ

/-- The Davidson-corrected energy `E + (1 - c r ^ 2) * (E - H r r)` for the reference `r`. -/
def davidson (H : Matrix n n ℝ) (r : n) (E : ℝ) (c : n → ℝ) : ℝ :=
  E + (1 - c r ^ 2) * (E - H r r)

/-- The shifted matrix `H - E` acts on a vector `v` as `H v - E v`. -/
theorem shift_mulVec (H : Matrix n n ℝ) (E : ℝ) (v : n → ℝ) :
    (H - E • (1 : Matrix n n ℝ)) *ᵥ v = H *ᵥ v - E • v := by
  ext i
  rw [Matrix.sub_mulVec, Matrix.smul_one_eq_diagonal]
  simp

/-- Variational principle: for symmetric `H` with ground energy `E`, the matrix `H - E` is
positive semidefinite. -/
theorem shift_posSemidef {H : Matrix n n ℝ} {E : ℝ} {c : n → ℝ} (hH : H.IsSymm)
    (hg : IsGroundState H E c) : (H - E • (1 : Matrix n n ℝ)).PosSemidef := by
  have hA : (H - E • (1 : Matrix n n ℝ)).IsHermitian := by
    rw [Matrix.IsHermitian, conjTranspose_eq_transpose_of_trivial, transpose_sub,
      transpose_smul, transpose_one, hH.eq]
  rw [hA.posSemidef_iff_eigenvalues_nonneg]
  intro j
  obtain ⟨v, hv0, hv⟩ : ∃ v : n → ℝ, v ≠ 0 ∧
      (H - E • (1 : Matrix n n ℝ)) *ᵥ v = hA.eigenvalues j • v := by
    refine ⟨(hA.eigenvectorBasis j).ofLp, ?_, hA.mulVec_eigenvectorBasis j⟩
    intro h0
    apply hA.eigenvectorBasis.orthonormal.ne_zero j
    ext i
    simpa using congrFun h0 i
  -- an eigenvalue μ of H - E gives the eigenvalue μ + E of H
  rw [shift_mulVec, sub_eq_iff_eq_add, ← add_smul] at hv
  have h := hg.lowest _ v hv0 hv
  show 0 ≤ hA.eigenvalues j
  linarith

/-- For symmetric `H`, if the reference is not an eigenvector with the ground energy `E`, then `E`
lies strictly below the reference energy `H r r`. -/
theorem energy_lt_ref {H : Matrix n n ℝ} {E : ℝ} {c : n → ℝ} (hH : H.IsSymm)
    (hg : IsGroundState H E c) (r : n) (hr : H *ᵥ ref r ≠ E • ref r) : E < H r r := by
  have hP := shift_posSemidef hH hg
  have h1 : (H *ᵥ ref r) r = H r r := by
    show (fun j => H r j) ⬝ᵥ Pi.single r 1 = _
    rw [dotProduct_single, mul_one]
  have h2 : ref r r = 1 := by simp [ref]
  -- the expectation value of H - E in the reference
  have h3 : star (ref r) ⬝ᵥ (H - E • (1 : Matrix n n ℝ)) *ᵥ ref r = H r r - E := by
    rw [shift_mulVec, star_trivial]
    show Pi.single r 1 ⬝ᵥ (H *ᵥ ref r - E • ref r) = _
    rw [single_dotProduct, one_mul, Pi.sub_apply, Pi.smul_apply, h1, h2, smul_eq_mul, mul_one]
  have h4 := hP.dotProduct_mulVec_nonneg (ref r)
  rw [h3] at h4
  rcases h4.lt_or_eq with h | h
  · linarith
  · -- a vanishing expectation value would put the reference in the kernel of H - E
    exfalso
    have h5 := (hP.dotProduct_mulVec_zero_iff (ref r)).1 (h3.trans h.symm)
    rw [shift_mulVec, sub_eq_zero] at h5
    exact hr h5

/-- If the reference is not an eigenvector with the ground energy `E`, its weight `c r ^ 2` in the
ground state is strictly below one. -/
theorem weight_lt_one {H : Matrix n n ℝ} {E : ℝ} {c : n → ℝ}
    (hg : IsGroundState H E c) (r : n) (hr : H *ᵥ ref r ≠ E • ref r) : c r ^ 2 < 1 := by
  have hs : c r * c r + ∑ i ∈ Finset.univ.erase r, c i * c i = 1 :=
    (Finset.add_sum_erase Finset.univ (fun i => c i * c i) (Finset.mem_univ r)).trans hg.unit
  have hn : ∀ i ∈ Finset.univ.erase r, 0 ≤ c i * c i := fun i _ => mul_self_nonneg _
  rcases (Finset.sum_nonneg hn).lt_or_eq with h | h
  · nlinarith
  · -- all other amplitudes vanish, so the reference is c r • c
    exfalso
    have hz := (Finset.sum_eq_zero_iff_of_nonneg hn).1 h.symm
    have he : ref r = c r • c := by
      ext i
      by_cases hi : i = r
      · rw [hi]
        have h2 : ref r r = 1 := by simp [ref]
        rw [h2, Pi.smul_apply, smul_eq_mul]
        linarith
      · have h0 : c i = 0 := mul_self_eq_zero.1 (hz i (by simp [hi]))
        simp [ref, hi, h0]
    apply hr
    rw [he, Matrix.mulVec_smul, hg.eigen, smul_comm]

/-- For symmetric `H`, the Davidson-corrected energy falls strictly below the ground energy `E`
exactly when the reference is not an eigenvector with eigenvalue `E`. -/
theorem davidson_lt_iff {H : Matrix n n ℝ} {E : ℝ} {c : n → ℝ} (hH : H.IsSymm)
    (hg : IsGroundState H E c) (r : n) :
    davidson H r E c < E ↔ H *ᵥ ref r ≠ E • ref r := by
  unfold davidson
  constructor
  · intro h hr
    have h1 : (H *ᵥ ref r) r = H r r := by
      show (fun j => H r j) ⬝ᵥ Pi.single r 1 = _
      rw [dotProduct_single, mul_one]
    have h2 : ref r r = 1 := by simp [ref]
    rw [hr, Pi.smul_apply, h2, smul_eq_mul, mul_one] at h1
    rw [← h1, sub_self, mul_zero, add_zero] at h
    exact lt_irrefl _ h
  · intro hr
    have h := mul_pos (sub_pos.2 (weight_lt_one hg r hr)) (sub_pos.2 (energy_lt_ref hH hg r hr))
    nlinarith

/-- For a symmetric matrix `H` whose reference is not an eigenvector for any eigenvalue, the
Davidson-corrected energy lies strictly below the ground energy `E`. -/
theorem davidson_overshoots {H : Matrix n n ℝ} {E : ℝ} {c : n → ℝ} (hH : H.IsSymm)
    (hg : IsGroundState H E c) (r : n) (hr : ∀ μ : ℝ, H *ᵥ ref r ≠ μ • ref r) :
    davidson H r E c < E :=
  (davidson_lt_iff hH hg r).2 (hr E)

/-- For symmetric `H`, the renormalised correction, whose factor `f` solves `c r ^ 2 * f = 1 - c r ^
2`, gives an energy strictly below the Davidson-corrected one when the reference is not an
eigenvector with eigenvalue `E`. -/
theorem renormalised_lt_davidson {H : Matrix n n ℝ} {E : ℝ} {c : n → ℝ} (hH : H.IsSymm)
    (hg : IsGroundState H E c) (r : n) (hr : H *ᵥ ref r ≠ E • ref r) {f : ℝ}
    (hf : c r ^ 2 * f = 1 - c r ^ 2) : E + f * (E - H r r) < davidson H r E c := by
  have hw := sub_pos.2 (weight_lt_one hg r hr)
  have hE := sub_pos.2 (energy_lt_ref hH hg r hr)
  have hf0 : 0 < f := by
    by_contra hneg
    have h := mul_nonneg (sq_nonneg (c r)) (neg_nonneg.2 (not_lt.1 hneg))
    linarith
  -- f exceeds 1 - c r ^ 2 by (1 - c r ^ 2) * f
  have h := mul_pos (mul_pos hw hf0) hE
  have key : davidson H r E c - (E + f * (E - H r r))
      = (1 - c r ^ 2) * f * (H r r - E) := by
    unfold davidson
    linear_combination (H r r - E) * hf
  linarith

/-- A two-configuration CI matrix with ground energy `-9` and ground state `(4/5, -3/5)` whose
reference is not an eigenvector; the Davidson-corrected energy is `-306/25`. -/
theorem twoConfiguration_witness :
    (!![0, 12; 12, 7] : Matrix (Fin 2) (Fin 2) ℝ).IsSymm ∧
    IsGroundState (!![0, 12; 12, 7] : Matrix (Fin 2) (Fin 2) ℝ) (-9) ![4 / 5, -3 / 5] ∧
    (∀ μ : ℝ, (!![0, 12; 12, 7] : Matrix (Fin 2) (Fin 2) ℝ) *ᵥ ref 0 ≠ μ • ref 0) ∧
    davidson (!![0, 12; 12, 7] : Matrix (Fin 2) (Fin 2) ℝ) 0 (-9) ![4 / 5, -3 / 5]
      = -306 / 25 := by
  refine ⟨?_, ⟨?_, ?_, ?_⟩, ?_, ?_⟩
  · ext i j
    fin_cases i <;> fin_cases j <;> simp
  · ext i
    fin_cases i <;> simp [Matrix.mulVec, dotProduct, Fin.sum_univ_two] <;> norm_num
  · norm_num [dotProduct, Fin.sum_univ_two]
  · intro μ v hv h
    have h0 : 12 * v 1 = μ * v 0 := by
      simpa [Matrix.mulVec, dotProduct, Fin.sum_univ_two] using congrFun h 0
    have h1 : 12 * v 0 + 7 * v 1 = μ * v 1 := by
      simpa [Matrix.mulVec, dotProduct, Fin.sum_univ_two] using congrFun h 1
    by_contra hlt
    have hμ : μ < -9 := not_le.1 hlt
    -- the secular polynomial has no root below -9
    have hp : (μ ^ 2 - 7 * μ - 144) * v 0 = 0 := by
      linear_combination (7 - μ) * h0 - 12 * h1
    have hpos : 0 < μ ^ 2 - 7 * μ - 144 := by nlinarith
    have hv0 : v 0 = 0 := (mul_eq_zero.1 hp).resolve_left hpos.ne'
    have hv1 : v 1 = 0 := by
      rw [hv0] at h0
      linarith
    apply hv
    ext i
    fin_cases i <;> simp [hv0, hv1]
  · intro μ h
    have h1 := congrFun h 1
    simp [ref, Matrix.mulVec, dotProduct, Fin.sum_univ_two] at h1
  · norm_num [davidson]

end DavidsonOvershoot
```
```lean
#print axioms DavidsonOvershoot.davidson_overshoots
-- 'DavidsonOvershoot.davidson_overshoots' depends on axioms: [propext, Classical.choice, Quot.sound]
#print axioms DavidsonOvershoot.renormalised_lt_davidson
-- 'DavidsonOvershoot.renormalised_lt_davidson' depends on axioms: [propext, Classical.choice, Quot.sound]
```

### What the definitions and hypotheses say

The type `n` is the finite set of determinants (or configuration state functions), `H : Matrix n n ℝ` is the Hamiltonian in that basis, and `hH : H.IsSymm` says that it is symmetric. The vector `ref r` is \(e_r\). Any index may serve as the reference; nothing requires it to be a Hartree–Fock determinant or to carry the largest weight.

`IsGroundState H E c` collects three conditions. The field `eigen` is \(Hc = Ec\), the field `unit` is \(c \cdot c = 1\), and `lowest` says that \(E \le \mu\) for every real \(\mu\) that has a nonzero eigenvector. Two conventions are fixed here. The plain dot product and the plain eigenvalue equation mean that the basis is orthonormal, with no overlap matrix. The wavefunction has unit norm, so `c r ^ 2` is the weight of the reference, as opposed to intermediate normalisation, where the reference coefficient is set to one. The bound \(E \le H_{rr}\) is not among the hypotheses; it is derived from `lowest` and symmetry. If the ground level is degenerate, `c` may be any unit vector in it.

`davidson H r E c` is \(E_{\mathrm{D}}\). The theorem `davidson_lt_iff` reads: for symmetric \(H\) with ground pair \((E, c)\) and any \(r\), \(E_{\mathrm{D}} < E\) if and only if `H *ᵥ ref r ≠ E • ref r`. Physically, this condition says that the single reference determinant is not itself an exact ground state. The theorem `davidson_overshoots` is your claim, with the hypothesis `∀ μ : ℝ, H *ᵥ ref r ≠ μ • ref r`. Since \(He_r\) is column \(r\) of \(H\), this says that the Hamiltonian couples the reference to at least one other determinant. The equivalence also covers a reference that is an eigenvector for a higher eigenvalue, which your hypothesis leaves out. For a one-dimensional basis the reference is always the ground state, both sides of the equivalence are false, and the hypothesis of `davidson_overshoots` is never met.

In `renormalised_lt_davidson` the factor enters through `hf : c r ^ 2 * f = 1 - c r ^ 2`. For \(c_r = 0\) this equation reads \(0 = 1\), so it forces \(c_r \neq 0\) and \(f = (1 - c_r^2)/c_r^2\), without Lean's convention for division by zero playing any part. The conclusion is \(E_{\mathrm{R}} < E_{\mathrm{D}}\) under \(He_r \neq Ee_r\), and with the equivalence this gives the order \(E_{\mathrm{R}} < E_{\mathrm{D}} < E\). The theorem `twoConfiguration_witness` states that the example matrix is symmetric, that \(-9\) and \((4/5, -3/5)\) form a ground pair, that \(e_0\) is no eigenvector, and that the corrected energy is \(-306/25\).

### What "exact" means here

No electrons, orbitals or excitation levels appear in the file, so the step from "two electrons" to "CISD equals full CI" is physical input from counting excitations and is not something the theorems establish. The theorems hold for any real symmetric matrix, and one may read \(H\) as the full CI matrix. Read that way, \(E\) is exact within the finite basis, and the theorem says that the correction moves the energy away from it. Applied to a truncated CI matrix, the same theorem says only that the correction lowers the truncated energy, which is its intended direction; the theorems do not compare the corrected value with the eigenvalue of a larger matrix or with the basis-set limit. They give the sign of the shift and no bound on its size, they do not address size consistency for separated fragments, and complex Hermitian matrices, non-orthogonal bases and multireference weights are not treated. The bearing on practice is this: for a single-reference correction on a finite real CI matrix that already spans the full space, both variants give an energy strictly below the variational value in that basis as soon as the reference is not itself a ground state (for the renormalised one, provided \(c_r \neq 0\)).

### How the proof follows the derivation

`shift_mulVec` records \((H - E\mathbb{1})v = Hv - Ev\) and is used to pass between \(A\) and \(H\).

`shift_posSemidef` is the variational principle. It first shows that \(A\) is Hermitian, which over the reals is symmetry, and then `hA.posSemidef_iff_eigenvalues_nonneg` reduces the goal to \(a_j \ge 0\) for each \(j\). Mathlib's spectral theorem supplies \(u_j\) as `hA.eigenvectorBasis j`, nonzero because the basis is orthonormal. The rewrite turns \(Au_j = a_j u_j\) into \(Hu_j = (a_j + E)u_j\), `hg.lowest` returns \(E \le a_j + E\), and `linarith` finishes.

`energy_lt_ref` computes the expectation value in `h3` as `H r r - E`, and `hP.dotProduct_mulVec_nonneg` makes it nonnegative. The case split `h4.lt_or_eq` separates a positive value, which is the claim, from zero. For zero, `hP.dotProduct_mulVec_zero_iff` is the library form of the eigenvector expansion above: a vanishing quadratic form of a positive semidefinite matrix puts the vector in the kernel. This gives \(He_r = Ee_r\) and contradicts `hr`.

`weight_lt_one` needs no symmetry. The equation `hs` is the split normalisation, with `Finset.univ.erase r` as the set of indices \(i \neq r\). A positive remainder gives \(c_r^2 < 1\) by `nlinarith`. A zero remainder gives \(c_i = 0\) for \(i \neq r\) through `Finset.sum_eq_zero_iff_of_nonneg`, and `he : ref r = c r • c` is checked component by component. Applying \(H\) and using `hg.eigen` yields the excluded equation.

In `davidson_lt_iff`, the forward direction assumes \(He_r = Ee_r\), reads off component \(r\) to get \(E = H_{rr}\), and reduces the assumed inequality to \(E < E\). The backward direction multiplies the two positive factors with `mul_pos`, and `nlinarith` rearranges the product into the goal. `davidson_overshoots` applies the backward direction to `hr E`, the hypothesis taken at \(\mu = E\).

`renormalised_lt_davidson` proves \(f > 0\) by contradiction: \(f \le 0\) would make \(c_r^2 f \le 0\), against \(1 - c_r^2 > 0\). The identity `key` is the displayed formula for \(E_{\mathrm{D}} - E_{\mathrm{R}}\), obtained by `linear_combination (H r r - E) * hf`, that is, by multiplying the defining equation of \(f\) by \(H_{rr} - E\). The product of three positive factors closes the argument.

In `twoConfiguration_witness` the only part with content is `lowest`. For an eigenvector \(v = (v_0, v_1)\) with eigenvalue \(\mu\), the two rows give \(12 v_1 = \mu v_0\) and \(12 v_0 + 7 v_1 = \mu v_1\). The combination `(7 - μ) * h0 - 12 * h1` eliminates \(v_1\) and leaves \((\mu^2 - 7\mu - 144)\,v_0 = 0\). For \(\mu < -9\) the polynomial is positive, so \(v_0 = 0\), the first row then gives \(v_1 = 0\), and \(v\) would be the zero vector. That \(e_0\) is no eigenvector follows from component \(1\) of \(He_0 = \mu e_0\), which reads \(12 = 0\).
